# The trapezoid rule in $\log r$ on an infinite grid of step $h$ overestimates $\int_0^R r^{p-1}\,dr$ for $p>0$, with relative error below $(ph)^2/12$

Let $R$ be a cutoff radius, $h$ a logarithmic step and $p$ a real exponent, all positive. The grid points are $r_j = R\,e^{-jh}$ for $j = 0, 1, 2, \dots$, running from $R$ towards the origin. With $\log r$ as the variable, the trapezoid rule for $\int_0^R r^{p-1}\,dr$ is

$$T = h\Big(\tfrac12 R^p + \sum_{j\ge1} r_j^p\Big).$$

I believe that $T = \tfrac h2 R^p\coth(ph/2)$, and that this always exceeds the exact value $R^p/p$. I would like to see both claims made rigorous and checked in Lean, preferably with a bound on the error and a proof that it vanishes as $h\to0$.

## The grid and the rule as Lean definitions

All quantities are real numbers: $h$ and $p$ are dimensionless, and lengths are measured in some fixed unit. `logGrid R h j` is $r_j$. `logTrapezoid R h f` is the rule for an integrand $f(r)$ given as a function of $r$. Since $dr = r\,d(\log r)$, the point $r_j$ carries the weight $h r_j$, and the outermost point carries half its weight. The sum `∑'` starts at `j = 0` but uses `j + 1`, so it covers the inner points $r_1, r_2, \dots$

The integrand here is `fun r => r ^ (p - 1)`, with a real power. The hyperbolic cotangent is written as `Real.cosh` divided by `Real.sinh`, and the exact value is an interval integral from 0 to $R$.

For $R, h, p > 0$, the main theorems say:

- `logTrapezoid_power`: the rule equals $\tfrac h2 R^p\coth(ph/2)$.
- `logTrapezoid_power_bounds`: the rule is strictly larger than the integral and strictly smaller than the integral times $1+(ph)^2/12$.
- `tendsto_logTrapezoid_power`: for fixed $R$ and $p$, the rule tends to the integral as $h$ tends to zero from above.

Radial integrals in atomic electronic-structure codes often use logarithmic grids, and the theorems give the quadrature error there for the model case of a single power cut off at $R$, on an infinite grid in exact arithmetic. They do not treat general radial functions, rounding, or a grid that stops at a smallest radius.

## From a geometric series to $x\coth x$

Put $q = e^{-ph}$, so that $0<q<1$ and $r_j^p = R^p q^j$. Then

$$\sum_{j\ge1} r_j^p = R^p\,\frac{q}{1-q} = \frac{R^p}{e^{ph}-1}.$$

Inserting this into the rule gives

$$T = hR^p\Big(\frac12+\frac1{e^{ph}-1}\Big) = \frac h2R^p\,\frac{e^{ph}+1}{e^{ph}-1} = \frac h2R^p\coth\frac{ph}2,$$

where the last step multiplies numerator and denominator by $e^{-ph/2}$.

The exact integral is $I = R^p/p$, because $r^p/p$ vanishes at the origin for $p>0$. With $x = ph/2$, therefore, $T/I = x\coth x$, and it remains to bound this function for $x>0$.

Let $u(y) = y\cosh y-\sinh y$. Then $u(0)=0$ and $u'(y)=y\sinh y>0$ for $y>0$, so $u(x)>0$. Dividing by $\sinh x>0$ gives $x\coth x>1$.

Let $v(y) = (1+y^2/3)\sinh y-y\cosh y$. Then $v(0)=0$ and

$$v'(y) = \frac{y^2}3\cosh y-\frac y3\sinh y = \frac y3\,u(y) > 0 \qquad (y>0),$$

so $v(x)>0$ and $x\coth x<1+x^2/3$. Since $x^2/3=(ph)^2/12$,

$$I < T < I\Big(1+\frac{(ph)^2}{12}\Big).$$

As $h\to0^+$ with $R$ and $p$ fixed, both outer terms tend to $I$, and so does $T$.

## The Lean file and how it follows the derivation

```lean
import Mathlib

open Filter Topology

namespace LogarithmicGrid

noncomputable section

/-- The logarithmic radial grid `r_j = R exp(-j h)`, running inwards from the radius `R`. -/
def logGrid (R h : ℝ) (j : ℕ) : ℝ := R * Real.exp (-(j * h))

/-- The trapezoid rule in the variable `log r` for the integral of `f` over `(0, R)`:
each grid point carries the weight `h r_j`, and the outermost point half of it.
It is meant for integrands whose sum over the grid converges. -/
def logTrapezoid (R h : ℝ) (f : ℝ → ℝ) : ℝ :=
  h * (R * f R / 2 + ∑' j : ℕ, logGrid R h (j + 1) * f (logGrid R h (j + 1)))

/-- On the logarithmic grid the powers `r_j ^ p` form a geometric sequence. -/
theorem logGrid_rpow {R : ℝ} (hR : 0 < R) (h p : ℝ) (j : ℕ) :
    logGrid R h j ^ p = R ^ p * Real.exp (-(p * h)) ^ j := by
  unfold logGrid
  rw [Real.mul_rpow hR.le (Real.exp_pos _).le, ← Real.exp_mul, ← Real.exp_nat_mul]
  congr 2
  ring

/-- The sum of `r_j ^ p` over the inner grid points `j ≥ 1` converges to
`R ^ p / (exp (p h) - 1)`. -/
theorem hasSum_logGrid_rpow {R h p : ℝ} (hR : 0 < R) (hh : 0 < h) (hp : 0 < p) :
    HasSum (fun j : ℕ => logGrid R h (j + 1) ^ p) (R ^ p / (Real.exp (p * h) - 1)) := by
  have hph : 0 < p * h := mul_pos hp hh
  have hq : Real.exp (-(p * h)) < 1 := Real.exp_lt_one_iff.2 (by linarith)
  have hE : Real.exp (p * h) - 1 ≠ 0 := by
    have := Real.add_one_le_exp (p * h)
    exact ne_of_gt (by linarith)
  have hE0 : Real.exp (p * h) ≠ 0 := (Real.exp_pos _).ne'
  have H := (hasSum_geometric_of_lt_one (Real.exp_pos _).le hq).mul_left
    (R ^ p * Real.exp (-(p * h)))
  have hf : (fun j : ℕ => logGrid R h (j + 1) ^ p) =
      fun j : ℕ => R ^ p * Real.exp (-(p * h)) * Real.exp (-(p * h)) ^ j := by
    funext j
    rw [logGrid_rpow hR, pow_succ]
    ring
  have hv : R ^ p / (Real.exp (p * h) - 1) =
      R ^ p * Real.exp (-(p * h)) * (1 - Real.exp (-(p * h)))⁻¹ := by
    have h1 : 1 - (Real.exp (p * h))⁻¹ = (Real.exp (p * h) - 1) / Real.exp (p * h) := by
      rw [sub_div, div_self hE0, one_div]
    rw [Real.exp_neg, h1, inv_div, mul_assoc, ← mul_div_assoc, inv_mul_cancel₀ hE0,
      mul_one_div]
  rw [hf, hv]
  exact H

/-- The hyperbolic cotangent of `x / 2` expressed through `exp x`, for `x > 0`. -/
theorem coth_half {x : ℝ} (hx : 0 < x) :
    Real.cosh (x / 2) / Real.sinh (x / 2) = (Real.exp x + 1) / (Real.exp x - 1) := by
  have hs : Real.sinh (x / 2) ≠ 0 := (Real.sinh_pos_iff.2 (by linarith)).ne'
  have hE : Real.exp x - 1 ≠ 0 := by
    have := Real.add_one_le_exp x
    exact ne_of_gt (by linarith)
  have hsq : Real.exp x = Real.exp (x / 2) * Real.exp (x / 2) := by
    rw [← Real.exp_add, add_halves]
  have hab : Real.exp (x / 2) * Real.exp (-(x / 2)) = 1 := by
    rw [← Real.exp_add, add_neg_cancel, Real.exp_zero]
  rw [div_eq_div_iff hs hE, Real.cosh_eq, Real.sinh_eq, hsq]
  linear_combination Real.exp (x / 2) * hab

/-- For `x > 0` the function `x coth x` lies strictly between `1` and `1 + x² / 3`. -/
theorem mul_coth_bounds {x : ℝ} (hx : 0 < x) :
    1 < x * Real.cosh x / Real.sinh x ∧
      x * Real.cosh x / Real.sinh x < 1 + x * x / 3 := by
  -- first bound: `y cosh y - sinh y` has derivative `y sinh y`
  have hd : ∀ y : ℝ, HasDerivAt (fun y => y * Real.cosh y - Real.sinh y)
      (y * Real.sinh y) y := fun y =>
    (((hasDerivAt_id' y).fun_mul (Real.hasDerivAt_cosh y)).fun_sub
      (Real.hasDerivAt_sinh y)).congr_deriv (by ring)
  have low : ∀ y : ℝ, 0 < y → 0 < y * Real.cosh y - Real.sinh y := by
    intro y hy
    have mono := strictMonoOn_of_deriv_pos (convex_Ici (0 : ℝ))
      (fun z _ => (hd z).continuousAt.continuousWithinAt) (fun z hz => by
        have hz' : 0 < z := by simpa using hz
        rw [(hd z).deriv]
        exact mul_pos hz' (Real.sinh_pos_iff.2 hz'))
    have h0 : 0 * Real.cosh 0 - Real.sinh 0 < y * Real.cosh y - Real.sinh y :=
      mono (Set.mem_Ici.2 le_rfl) (Set.mem_Ici.2 hy.le) hy
    rw [Real.sinh_zero] at h0
    linarith
  -- second bound: the derivative is `y / 3` times the function just treated
  have hg : ∀ y : ℝ, HasDerivAt
      (fun y => (1 + y * y / 3) * Real.sinh y - y * Real.cosh y)
      (y / 3 * (y * Real.cosh y - Real.sinh y)) y := fun y =>
    ((((((hasDerivAt_id' y).fun_mul (hasDerivAt_id' y)).div_const 3).const_add 1).fun_mul
      (Real.hasDerivAt_sinh y)).fun_sub
      ((hasDerivAt_id' y).fun_mul (Real.hasDerivAt_cosh y))).congr_deriv (by ring)
  have mono := strictMonoOn_of_deriv_pos (convex_Ici (0 : ℝ))
    (fun z _ => (hg z).continuousAt.continuousWithinAt) (fun z hz => by
      have hz' : 0 < z := by simpa using hz
      rw [(hg z).deriv]
      exact mul_pos (by linarith) (low z hz'))
  have h0 : (1 + 0 * 0 / 3) * Real.sinh 0 - 0 * Real.cosh 0
      < (1 + x * x / 3) * Real.sinh x - x * Real.cosh x :=
    mono (Set.mem_Ici.2 le_rfl) (Set.mem_Ici.2 hx.le) hx
  rw [Real.sinh_zero] at h0
  have hs : 0 < Real.sinh x := Real.sinh_pos_iff.2 hx
  have hl := low x hx
  exact ⟨(lt_div_iff₀ hs).2 (by linarith), (div_lt_iff₀ hs).2 (by linarith)⟩

/-- The exact integral of `r ^ (p - 1)` over `(0, R)` is `R ^ p / p`. -/
theorem integral_power (R : ℝ) {p : ℝ} (hp : 0 < p) :
    ∫ r in (0 : ℝ)..R, r ^ (p - 1) = R ^ p / p := by
  rw [integral_rpow (Or.inl (by linarith)), sub_add_cancel, Real.zero_rpow hp.ne', sub_zero]

/-- For the integrand `r ^ (p - 1)` the trapezoid rule on the logarithmic grid equals
`(h / 2) R ^ p coth (p h / 2)`. -/
theorem logTrapezoid_power {R h p : ℝ} (hR : 0 < R) (hh : 0 < h) (hp : 0 < p) :
    logTrapezoid R h (fun r => r ^ (p - 1)) =
      h / 2 * R ^ p * (Real.cosh (p * h / 2) / Real.sinh (p * h / 2)) := by
  have hph : 0 < p * h := mul_pos hp hh
  -- the Jacobian raises the power by one
  have key : ∀ r : ℝ, 0 < r → r * r ^ (p - 1) = r ^ p := fun r hr => by
    rw [Real.rpow_sub_one hr.ne', mul_div_cancel₀ _ hr.ne']
  have hsum : ∑' j : ℕ, logGrid R h (j + 1) * logGrid R h (j + 1) ^ (p - 1) =
      R ^ p / (Real.exp (p * h) - 1) := by
    rw [← (hasSum_logGrid_rpow hR hh hp).tsum_eq]
    exact tsum_congr fun j => key _ (mul_pos hR (Real.exp_pos _))
  have hE : Real.exp (p * h) - 1 ≠ 0 := by
    have := Real.add_one_le_exp (p * h)
    exact ne_of_gt (by linarith)
  have hi := mul_inv_cancel₀ hE
  unfold logTrapezoid
  rw [hsum, key R hR, coth_half hph, div_eq_mul_inv (R ^ p) (Real.exp (p * h) - 1),
    div_eq_mul_inv (Real.exp (p * h) + 1)]
  linear_combination (-(h * R ^ p / 2)) * hi

/-- The trapezoid rule on the logarithmic grid strictly overestimates the integral of
`r ^ (p - 1)` over `(0, R)`, with a relative error below `(p h)² / 12`. -/
theorem logTrapezoid_power_bounds {R h p : ℝ} (hR : 0 < R) (hh : 0 < h) (hp : 0 < p) :
    ∫ r in (0 : ℝ)..R, r ^ (p - 1) < logTrapezoid R h (fun r => r ^ (p - 1)) ∧
      logTrapezoid R h (fun r => r ^ (p - 1)) <
        (∫ r in (0 : ℝ)..R, r ^ (p - 1)) * (1 + (p * h) ^ 2 / 12) := by
  have hI : 0 < R ^ p / p := div_pos (Real.rpow_pos_of_pos hR p) hp
  have hpi := mul_inv_cancel₀ hp.ne'
  -- the rule is the exact integral times `x coth x` with `x = p h / 2`
  have ratio : logTrapezoid R h (fun r => r ^ (p - 1)) =
      R ^ p / p * (p * h / 2 * Real.cosh (p * h / 2) / Real.sinh (p * h / 2)) := by
    rw [logTrapezoid_power hR hh hp]
    linear_combination
      (-(h / 2 * R ^ p * (Real.cosh (p * h / 2) / Real.sinh (p * h / 2)))) * hpi
  obtain ⟨h1, h2⟩ := mul_coth_bounds (half_pos (mul_pos hp hh))
  rw [integral_power R hp, ratio]
  constructor
  · have := mul_lt_mul_of_pos_left h1 hI
    linarith
  · have := mul_lt_mul_of_pos_left h2 hI
    linarith

/-- As the logarithmic step `h` tends to zero from above, the trapezoid rule for
`r ^ (p - 1)` converges to the exact integral over `(0, R)`. -/
theorem tendsto_logTrapezoid_power {R p : ℝ} (hR : 0 < R) (hp : 0 < p) :
    Tendsto (fun h => logTrapezoid R h (fun r => r ^ (p - 1))) (𝓝[>] 0)
      (𝓝 (∫ r in (0 : ℝ)..R, r ^ (p - 1))) := by
  have up : Tendsto (fun h : ℝ => (∫ r in (0 : ℝ)..R, r ^ (p - 1)) * (1 + (p * h) ^ 2 / 12))
      (𝓝[>] 0) (𝓝 (∫ r in (0 : ℝ)..R, r ^ (p - 1))) := by
    rw [integral_power R hp]
    exact (Continuous.tendsto' (by fun_prop) 0 _ (by simp)).mono_left nhdsWithin_le_nhds
  refine tendsto_of_tendsto_of_tendsto_of_le_of_le' tendsto_const_nhds up ?_ ?_
  · filter_upwards [self_mem_nhdsWithin] with h hh
    exact (logTrapezoid_power_bounds hR hh hp).1.le
  · filter_upwards [self_mem_nhdsWithin] with h hh
    exact (logTrapezoid_power_bounds hR hh hp).2.le

end

end LogarithmicGrid
```

```lean
#print axioms LogarithmicGrid.logTrapezoid_power_bounds
#print axioms LogarithmicGrid.tendsto_logTrapezoid_power
```

```
'LogarithmicGrid.logTrapezoid_power_bounds' depends on axioms: [propext, Classical.choice, Quot.sound]
'LogarithmicGrid.tendsto_logTrapezoid_power' depends on axioms: [propext, Classical.choice, Quot.sound]
```

`logGrid_rpow` is the identity $r_j^p=R^pq^j$. `hasSum_logGrid_rpow` multiplies Mathlib's geometric series by $R^pq$ and rewrites the limit as $R^p/(e^{ph}-1)$. It is a `HasSum` statement, so it establishes convergence as well as the value.

`coth_half` expresses $\coth(x/2)$ through $e^x$: it clears the denominators and uses $e^{x/2}e^{-x/2}=1$. In `logTrapezoid_power`, the local fact `key` is $r\cdot r^{p-1}=r^p$, the effect of the Jacobian. The series and the cotangent identity are then inserted, and `linear_combination` completes the algebra.

`mul_coth_bounds` contains the calculus. The derivatives of $u$ and $v$ are `hd` and `hg`, and `strictMonoOn_of_deriv_pos` turns their positivity on $(0,\infty)$ into strict growth on $[0,\infty)$. Comparison with the value at zero gives the two inequalities.

`integral_power` evaluates the integral. In `logTrapezoid_power_bounds`, the step `ratio` writes $T=I\,x\coth x$, and multiplying the bounds by $I>0$ gives the result. The convergence theorem squeezes the rule between these bounds.

## Halving the radius at each step

Take $R=1$, $p=1$ and $h=\ln2$. The integrand is the constant 1, the integral is 1, and the grid is $1,\tfrac12,\tfrac14,\dots$ The inner points sum to 1, so

$$T=\ln2\,\big(\tfrac12+1\big)=\tfrac32\ln2\approx1.0397.$$

The closed form agrees, since $\coth(\tfrac12\ln2)=(2+1)/(2-1)=3$. The relative error of about $0.0397$ lies just below the bound $(\ln2)^2/12\approx0.0400$.

## What goes wrong at $p=0$

Take $R=h=1$ and $p=0$. Every term $r_j^0$ is 1, so the series diverges, as does $\int_0^1 dr/r$. Lean assigns the value 0 to both, which makes `logTrapezoid` equal to $\tfrac12$, and the upper bound would then read $\tfrac12<0$. The hypothesis $p>0$ is the physical requirement that the integral converge at the origin.
